# First-order loss of 1s exciton intensity from a Lorentzian interband dipole

In an Elliott-type calculation of an exciton line, the interband dipole is often replaced by its value at zero momentum and taken out of the momentum integral. The result below gives the error of that step for a three-dimensional hydrogenic 1s exciton of Bohr radius $a>0$ and a dipole $d(k)=d_0/(1+\ell^2k^2)$. Here $k$ is the magnitude of the relative electron-hole momentum, $d_0$ is the dipole at $k=0$, and $\ell\ge 0$ is a length that sets how fast the dipole falls. The true intensity is the constant-dipole intensity divided by $(1+\ell/a)^4$. For $\ell=a/10$ the constant dipole therefore overestimates the line by about 46%, although at $k=1/a$ the dipole has dropped by only 1%.

```lean
import Mathlib

open Real Filter Topology MeasureTheory

namespace ElliottMomentumDipole

noncomputable section
```

## Envelope, dipole and intensity

With momentum measured in units of $1/a$ and $b=\ell/a$, the whole problem reduces to one radial integrand,

$$K_b(k)=\frac{k^2}{(1+k^2)^2(1+b^2k^2)}.$$

```lean
/-- The dimensionless radial integrand of the 1s amplitude, with momentum in units of the
inverse Bohr radius and dipole range `b` in units of the Bohr radius. -/
def elliottKernel (b k : ℝ) : ℝ := k ^ 2 / ((1 + k ^ 2) ^ 2 * (1 + b ^ 2 * k ^ 2))
```

The normalised 1s envelope in momentum space is

$$\varphi(k)=\frac{8\sqrt{\pi a^3}}{(1+a^2k^2)^2}.$$

It is taken as given, not obtained by solving a Bethe-Salpeter equation. It stands for an electron and a hole in isotropic parabolic bands whose Coulomb attraction is reduced by a constant dielectric constant.

```lean
/-- The 1s exciton envelope in momentum space, for Bohr radius `a > 0`. -/
def envelope1s (a k : ℝ) : ℝ := 8 * √(π * a ^ 3) / (1 + a ^ 2 * k ^ 2) ^ 2
```

The Lorentzian dipole is also a model assumption: a real, isotropic matrix element whose momentum dependence has a single parameter.

```lean
/-- An interband dipole of strength `d₀` at `k = 0` that falls off with momentum on the
scale `1/ℓ`. -/
def dipole (d₀ ℓ k : ℝ) : ℝ := d₀ / (1 + ℓ ^ 2 * k ^ 2)
```

The transition amplitude is the integral of envelope times dipole over $d^3k/(2\pi)^3$. The angular integration gives $4\pi/(2\pi)^3=1/(2\pi^2)$, so

$$A=\frac{1}{2\pi^2}\int_0^\infty k^2\,\varphi(k)\,d(k)\,dk.$$

In Lean, `amplitude` accepts any real function of $k$ as the dipole, and `Set.Ioi 0` is the range $k>0$.

```lean
/-- The 1s transition amplitude: envelope times an isotropic dipole `d`, integrated over
`d³k/(2π)³` in radial form. -/
def amplitude (a : ℝ) (d : ℝ → ℝ) : ℝ :=
  1 / (2 * π ^ 2) * ∫ k in Set.Ioi (0 : ℝ), k ^ 2 * envelope1s a k * d k
```

The intensity is $A^2$. Prefactors common to both dipoles, the line position and the broadening are left out, as are the higher bound states and the continuum.

```lean
/-- The Elliott intensity of the 1s line, up to a constant prefactor: the squared amplitude. -/
def intensity (a : ℝ) (d : ℝ → ℝ) : ℝ := amplitude a d ^ 2
```

## The radial integral

For $b\neq1$, partial fractions in $k^2$ give

$$K_b(k)=\frac{1}{(1-b^2)^2}\frac{1}{1+k^2}-\frac{1}{1-b^2}\frac{1}{(1+k^2)^2}-\frac{b^2}{(1-b^2)^2}\frac{1}{1+b^2k^2}.$$

Since $\int dk/(1+k^2)^2=\tfrac12\left[\arctan k+k/(1+k^2)\right]$, the primitive that vanishes at $k=0$ is

$$F(k)=\frac{1+b^2}{2(1-b^2)^2}\arctan k-\frac{1}{2(1-b^2)}\frac{k}{1+k^2}-\frac{b}{(1-b^2)^2}\arctan(bk).$$

At large $k$ the rational term vanishes. For $b>0$ both arctangents tend to $\pi/2$; for $b=0$ the last term is zero throughout. In either case

$$F(\infty)=\frac{\pi}{4}\,\frac{1+b^2-2b}{(1-b^2)^2}=\frac{\pi}{4(1+b)^2}.$$

For $b=1$ the poles merge and $K_1=1/(1+k^2)^2-1/(1+k^2)^3$. Using

$$\int\frac{dk}{(1+k^2)^3}=\frac{k}{4(1+k^2)^2}+\frac34\int\frac{dk}{(1+k^2)^2},$$

one finds

$$F(k)=\frac18\arctan k+\frac{k(k^2-1)}{8(1+k^2)^2},$$

with limit $\pi/16$, which agrees with the general formula.

The proof makes the same case split. In each case it supplies $F$ explicitly, differentiates it with the standard rules, and lets `field_simp` and `ring` confirm that the derivative is $K_b$. The rational terms are squeezed between $0$ and $1/k$.

```lean
/-- For `b ≥ 0` the radial integrand has a primitive that vanishes at `k = 0` and tends to
`π/(4(1+b)²)` at large momentum. -/
theorem kernel_primitive {b : ℝ} (hb : 0 ≤ b) :
    ∃ F : ℝ → ℝ, F 0 = 0 ∧ (∀ k, HasDerivAt F (elliottKernel b k) k) ∧
      Tendsto F atTop (𝓝 (π / (4 * (1 + b) ^ 2))) := by
  have ta : Tendsto arctan atTop (𝓝 (π / 2)) :=
    tendsto_arctan_atTop.mono_right nhdsWithin_le_nhds
  have hp (k : ℝ) : HasDerivAt (fun x : ℝ => x ^ 2) (2 * k) k := by
    simpa using hasDerivAt_pow 2 k
  have hq (k : ℝ) : HasDerivAt (fun x : ℝ => 1 + x ^ 2) (2 * k) k := (hp k).const_add 1
  by_cases h1 : b = 1
  · -- the two poles merge
    subst h1
    refine ⟨fun k => 1 / 8 * arctan k
      + 1 / 8 * (k * (k ^ 2 - 1) / ((1 + k ^ 2) * (1 + k ^ 2))), by simp, fun k => ?_, ?_⟩
    · have hk : 1 + k ^ 2 ≠ 0 := by positivity
      have hn := (hasDerivAt_id' k).fun_mul ((hp k).sub_const 1)
      have hr := hn.fun_div ((hq k).fun_mul (hq k)) (mul_ne_zero hk hk)
      refine (((hasDerivAt_arctan k).const_mul (1 / 8)).fun_add
        (hr.const_mul (1 / 8))).congr_deriv ?_
      simp only [elliottKernel, one_pow, one_mul]
      field_simp
      ring
    · have tr : Tendsto (fun k : ℝ => k * (k ^ 2 - 1) / ((1 + k ^ 2) * (1 + k ^ 2)))
          atTop (𝓝 0) := by
        refine squeeze_zero' ?_ ?_ tendsto_inv_atTop_zero
        · filter_upwards [eventually_gt_atTop 1] with k hk
          have h2 : 0 ≤ k ^ 2 - 1 := by nlinarith
          have h3 : 0 ≤ k := by linarith
          positivity
        · filter_upwards [eventually_gt_atTop 0] with k hk
          rw [← one_div, div_le_div_iff₀ (by positivity) hk]
          nlinarith [sq_nonneg k]
      have hl : π / (4 * (1 + 1) ^ 2) = 1 / 8 * (π / 2) + 1 / 8 * 0 := by ring
      rw [hl]
      exact (ta.const_mul _).add (tr.const_mul _)
  · -- partial fractions with distinct poles
    have hm : 1 - b ≠ 0 := fun h => h1 (by linarith)
    have hs : 1 + b ≠ 0 := by positivity
    have hc : 1 - b ^ 2 ≠ 0 := by
      rw [show 1 - b ^ 2 = (1 - b) * (1 + b) by ring]
      exact mul_ne_zero hm hs
    refine ⟨fun k => (1 + b ^ 2) / (2 * (1 - b ^ 2) ^ 2) * arctan k
      - 1 / (2 * (1 - b ^ 2)) * (k / (1 + k ^ 2))
      - b / (1 - b ^ 2) ^ 2 * arctan (b * k), by simp, fun k => ?_, ?_⟩
    · have hk : 1 + k ^ 2 ≠ 0 := by positivity
      have hbk : 1 + b ^ 2 * k ^ 2 ≠ 0 := by positivity
      have hl : HasDerivAt (fun x : ℝ => b * x) b k := by
        simpa using (hasDerivAt_id' k).const_mul b
      have h3 : HasDerivAt (fun x : ℝ => arctan (b * x)) (b / (1 + b ^ 2 * k ^ 2)) k :=
        hl.arctan.congr_deriv (by simp only [mul_pow]; ring)
      have h2 := (hasDerivAt_id' k).fun_div (hq k) hk
      refine ((((hasDerivAt_arctan k).const_mul _).fun_sub (h2.const_mul _)).fun_sub
        (h3.const_mul _)).congr_deriv ?_
      simp only [elliottKernel]
      field_simp
      ring
    · have tr : Tendsto (fun k : ℝ => k / (1 + k ^ 2)) atTop (𝓝 0) := by
        refine squeeze_zero' ?_ ?_ tendsto_inv_atTop_zero
        · filter_upwards [eventually_gt_atTop 0] with k hk
          positivity
        · filter_upwards [eventually_gt_atTop 0] with k hk
          rw [← one_div, div_le_div_iff₀ (by positivity) hk]
          nlinarith
      have tb : Tendsto (fun k : ℝ => b / (1 - b ^ 2) ^ 2 * arctan (b * k)) atTop
          (𝓝 (b / (1 - b ^ 2) ^ 2 * (π / 2))) := by
        rcases hb.eq_or_lt with h | h
        · subst h
          simp
        · exact (ta.comp (tendsto_id.const_mul_atTop h)).const_mul _
      have hl : π / (4 * (1 + b) ^ 2) = (1 + b ^ 2) / (2 * (1 - b ^ 2) ^ 2) * (π / 2)
          - 1 / (2 * (1 - b ^ 2)) * 0 - b / (1 - b ^ 2) ^ 2 * (π / 2) := by
        rw [show 1 - b ^ 2 = (1 - b) * (1 + b) by ring]
        field_simp
        ring
      rw [hl]
      exact ((ta.const_mul _).sub (tr.const_mul _)).sub tb
```

Because $K_b\ge0$ and its primitive has a finite limit, $K_b$ is integrable and

$$\int_0^\infty K_b(k)\,dk=F(\infty)-F(0)=\frac{\pi}{4(1+b)^2}.$$

Integrability is stated separately because Lean assigns the value zero to the integral of a non-integrable function.

```lean
/-- For `b ≥ 0` the radial integrand is integrable over all positive momenta, and its
integral is `π/(4(1+b)²)`. -/
theorem kernel_integral {b : ℝ} (hb : 0 ≤ b) :
    IntegrableOn (elliottKernel b) (Set.Ioi 0) ∧
      ∫ k in Set.Ioi (0 : ℝ), elliottKernel b k = π / (4 * (1 + b) ^ 2) := by
  obtain ⟨F, h0, hd, ht⟩ := kernel_primitive hb
  have hpos : ∀ k ∈ Set.Ioi (0 : ℝ), 0 ≤ elliottKernel b k := fun k _ => by
    unfold elliottKernel
    positivity
  refine ⟨integrableOn_Ioi_deriv_of_nonneg' (fun k _ => hd k) hpos ht, ?_⟩
  rw [integral_Ioi_of_hasDerivAt_of_nonneg' (fun k _ => hd k) hpos ht, h0, sub_zero]
```

Multiplying by $4/\pi$ normalises the integral to one at $b=0$:

$$\frac4\pi\int_0^\infty\frac{k^2\,dk}{(1+k^2)^2(1+b^2k^2)}=\frac{1}{(1+b)^2}.$$

```lean
/-- For `b ≥ 0` the radial integral, normalised to one at `b = 0`, equals `(1+b)⁻²`. -/
theorem normalized_integral {b : ℝ} (hb : 0 ≤ b) :
    4 / π * ∫ k in Set.Ioi (0 : ℝ), k ^ 2 / ((1 + k ^ 2) ^ 2 * (1 + b ^ 2 * k ^ 2))
      = ((1 + b) ^ 2)⁻¹ := by
  have h := (kernel_integral hb).2
  simp only [elliottKernel] at h
  have hs : 1 + b ≠ 0 := by positivity
  rw [h]
  field_simp
```

## From the integral to the line strength

Substitute $q=ak$. The integrand of the amplitude becomes

$$k^2\varphi(k)d(k)=\frac{8\sqrt{\pi a^3}\,d_0}{a^2}\,K_{\ell/a}(q),$$

and $dk=dq/a$ supplies one more factor $1/a$. Hence

$$A=\frac{1}{2\pi^2}\cdot\frac{8\sqrt{\pi a^3}\,d_0}{a^3}\cdot\frac{\pi}{4(1+\ell/a)^2}=\frac{d_0}{\sqrt{\pi a^3}\,(1+\ell/a)^2}.$$

At $\ell=0$ this is $d_0$ times the real-space 1s function at zero electron-hole separation. In the proof, `e` is the rewritten integrand, `integral_comp_mul_left_Ioi` performs the substitution, and the closing `calc` simplifies the square root.

```lean
/-- For Bohr radius `a > 0` and dipole range `ℓ ≥ 0`, the 1s amplitude is
`d₀/√(πa³)` divided by `(1+ℓ/a)²`. -/
theorem amplitude_eq {a ℓ : ℝ} (d₀ : ℝ) (ha : 0 < a) (hℓ : 0 ≤ ℓ) :
    amplitude a (dipole d₀ ℓ) = d₀ / (√(π * a ^ 3) * (1 + ℓ / a) ^ 2) := by
  have hs : √(π * a ^ 3) ^ 2 = π * a ^ 3 := sq_sqrt (by positivity)
  have hs0 : √(π * a ^ 3) ≠ 0 := by positivity
  have hu : 1 + ℓ / a ≠ 0 := by positivity
  -- measure momentum in units of the inverse Bohr radius
  have e (k : ℝ) : k ^ 2 * envelope1s a k * dipole d₀ ℓ k
      = 8 * √(π * a ^ 3) * d₀ / a ^ 2 * elliottKernel (ℓ / a) (a * k) := by
    have h : (ℓ / a) ^ 2 * (a * k) ^ 2 = ℓ ^ 2 * k ^ 2 := by field_simp
    simp only [envelope1s, dipole, elliottKernel]
    generalize √(π * a ^ 3) = s
    rw [h, mul_pow]
    field_simp
  simp only [amplitude, e]
  rw [integral_const_mul, integral_comp_mul_left_Ioi (elliottKernel (ℓ / a)) 0 ha, mul_zero,
    (kernel_integral (div_nonneg hℓ ha.le)).2, smul_eq_mul]
  generalize √(π * a ^ 3) = s at hs hs0 ⊢
  generalize 1 + ℓ / a = u at hu ⊢
  calc
    _ = s / (π * a ^ 3) * (d₀ / u ^ 2) := by
      field_simp
      ring
    _ = d₀ / (s * u ^ 2) := by
      rw [← hs]
      field_simp
```

A constant dipole is the case $\ell=0$, so squaring the amplitude gives

$$A^2=\frac{1}{(1+\ell/a)^4}\,\frac{d_0^2}{\pi a^3}=\frac{I_0}{(1+\ell/a)^4},$$

where $I_0$ is the constant-dipole intensity, written `intensity a (fun _ => d₀)` in Lean.

```lean
/-- For Bohr radius `a > 0` and dipole range `ℓ ≥ 0`, the momentum dependence of the dipole
divides the 1s Elliott intensity by `(1+ℓ/a)⁴`. -/
theorem intensity_reduction {a ℓ : ℝ} (d₀ : ℝ) (ha : 0 < a) (hℓ : 0 ≤ ℓ) :
    intensity a (dipole d₀ ℓ) = intensity a (fun _ => d₀) / (1 + ℓ / a) ^ 4 := by
  have h0 : (fun _ : ℝ => d₀) = dipole d₀ 0 := by
    funext k
    simp [dipole]
  rw [h0]
  simp only [intensity]
  rw [amplitude_eq d₀ ha hℓ, amplitude_eq d₀ ha le_rfl]
  simp only [zero_div, add_zero, one_pow, mul_one]
  generalize 1 + ℓ / a = u
  ring
```

## Linear loss from a quadratic change

Differentiating at $\ell=0$ from the right gives

$$\left.\frac{d}{d\ell}\frac{I_0}{(1+\ell/a)^4}\right|_{\ell=0^+}=-\frac{4}{a}\,I_0.$$

`HasDerivWithinAt` with `Set.Ici 0` expresses this one-sided slope. The dipole depends only on $\ell^2$, so the intensity is even in $\ell$ and, for $d_0\neq0$, has a corner at zero. The proof differentiates the closed form and carries the slope over to the intensity, which agrees with it for $\ell\ge0$.

```lean
/-- For `a > 0` the 1s intensity, as a function of the dipole range `ℓ ≥ 0`, has one-sided slope at
`ℓ = 0` equal to `-4/a` times the constant-dipole intensity. -/
theorem intensity_first_order {a : ℝ} (d₀ : ℝ) (ha : 0 < a) :
    HasDerivWithinAt (fun ℓ => intensity a (dipole d₀ ℓ))
      (-4 / a * intensity a (fun _ => d₀)) (Set.Ici 0) 0 := by
  have hu : HasDerivAt (fun ℓ : ℝ => 1 + ℓ / a) (1 / a) 0 :=
    ((hasDerivAt_id' (0 : ℝ)).div_const a).const_add 1
  have h : HasDerivAt (fun ℓ : ℝ => intensity a (fun _ => d₀) / (1 + ℓ / a) ^ 4)
      (-4 / a * intensity a (fun _ => d₀)) 0 := by
    refine ((hasDerivAt_const (0 : ℝ) (intensity a (fun _ => d₀))).fun_div
      (hu.fun_pow 4) (by simp)).congr_deriv ?_
    simp only [zero_div, add_zero, one_pow]
    ring
  exact h.hasDerivWithinAt.congr (fun ℓ hℓ => intensity_reduction d₀ ha hℓ)
    (intensity_reduction d₀ ha le_rfl)
```

The dipole itself behaves differently. At fixed $k$ and $\ell\neq0$,

$$\frac{d(k)-d_0}{\ell^2}=-\frac{d_0k^2}{1+\ell^2k^2}\;\longrightarrow\;-d_0k^2\qquad(\ell\to0).$$

The proof establishes this identity away from $\ell=0$ and takes the limit by continuity of the right-hand side.

```lean
/-- At fixed momentum `k` the change of the dipole, divided by `ℓ²`, tends to `-d₀k²` as the
range `ℓ` tends to zero. -/
theorem dipole_second_order (d₀ k : ℝ) :
    Tendsto (fun ℓ => (dipole d₀ ℓ k - d₀) / ℓ ^ 2) (𝓝[≠] 0) (𝓝 (-(d₀ * k ^ 2))) := by
  have hc : ContinuousAt (fun ℓ : ℝ => -(d₀ * k ^ 2) / (1 + ℓ ^ 2 * k ^ 2)) 0 :=
    ContinuousAt.div (by fun_prop) (by fun_prop) (by simp)
  have ht : Tendsto (fun ℓ : ℝ => -(d₀ * k ^ 2) / (1 + ℓ ^ 2 * k ^ 2)) (𝓝[≠] 0)
      (𝓝 (-(d₀ * k ^ 2))) := by
    have h := hc.tendsto.mono_left (nhdsWithin_le_nhds (s := {0}ᶜ))
    convert h using 2
    simp
  refine ht.congr' ?_
  filter_upwards [self_mem_nhdsWithin] with ℓ hℓ
  have hℓ0 : ℓ ≠ 0 := hℓ
  have hD : 1 + ℓ ^ 2 * k ^ 2 ≠ 0 := by positivity
  simp only [dipole]
  field_simp
  ring

end

end ElliottMomentumDipole
```

The mistake to avoid is expanding the dipole in $\ell$ under the integral and concluding that the intensity changes at order $\ell^2$. In the scaled variable, the supposed second-order coefficient contains $\int_0^\infty k^4/(1+k^2)^2\,dk$, which diverges because its integrand tends to one. The full Lorentzian cuts this integral off near $k\sim1/b$, so the loss of amplitude scales as $b^2\cdot(1/b)=b$. This scaling estimate is a heuristic reading of the linear term and plays no part in the Lean proof.

```lean
#print axioms ElliottMomentumDipole.normalized_integral
#print axioms ElliottMomentumDipole.intensity_first_order
#print axioms ElliottMomentumDipole.dipole_second_order
```

```
'ElliottMomentumDipole.normalized_integral' depends on axioms: [propext, Classical.choice, Quot.sound]
'ElliottMomentumDipole.intensity_first_order' depends on axioms: [propext, Classical.choice, Quot.sound]
'ElliottMomentumDipole.dipole_second_order' depends on axioms: [propext, Classical.choice, Quot.sound]
```
